# A cubic that vanishes on all three edges of the ternary composition triangle is a multiple of \(xy(1-x-y)\)

When a cubic polynomial is fitted to the band gap or the mixing energy of a ternary alloy, the fit can be done in two stages: first the three binary alloys, then the ternary compositions. The second stage needs to know how many coefficients the binaries have left open. The answer is one, and a single ternary composition determines it.

Let the alloy be \(\mathrm{A}_x\mathrm{B}_y\mathrm{C}_{1-x-y}\). Its compositions fill the triangle \(x\ge 0\), \(y\ge 0\), \(x+y\le 1\), and the binaries lie on the edges \(x=0\), \(y=0\) and \(x+y=1\). Two models that agree on all binaries differ by a polynomial that vanishes on these edges. The claim concerns such a difference: if \(f(x,y)\) is a real polynomial of total degree at most 3, then

\[
f=0 \text{ on all three edges}\quad\Longleftrightarrow\quad f(x,y)=t\,x\,y\,(1-x-y)\ \text{ for some real } t .
\]

The coefficient \(t\) enters with a plus sign, whereas a binary bowing parameter is often defined with a minus sign in front.

The result bears on composition fits to electronic-structure data whenever the property is modelled as a cubic in the concentrations. One such model is the energy of a random alloy without correlations between sites, in a cluster expansion that stops at three-site clusters and has composition-independent interactions.

## Each edge contributes one linear factor

One direction is immediate, because on each edge one of the factors \(x\), \(y\), \(1-x-y\) is zero. For the other direction, take the edges in turn.

**Edge \(x=0\).** The difference \(f(x,y)-f(0,y)\) is a multiple of \(x\), since the terms of \(f\) without a factor \(x\) cancel. The one-variable polynomial \(f(0,y)\) is zero for every \(0<y<1\). It has infinitely many roots, so it is the zero polynomial, and \(f=x\,g\) for some polynomial \(g\).

**Edge \(y=0\).** Here \(0=f(x,0)=x\,g(x,0)\) for \(0<x<1\). As \(x\neq 0\) there, \(g(x,0)=0\) at infinitely many points and hence identically. As before, \(g=y\,k\) for some polynomial \(k\).

**Edge \(x+y=1\).** Now \(0=x(1-x)\,k(x,1-x)\) for \(0<x<1\), and both removed factors are nonzero, so \(k(x,1-x)\) is the zero polynomial. For every power \(b\ge 1\),

\[
y^b-(1-x)^b=\bigl(y-(1-x)\bigr)\sum_{j=0}^{b-1}y^{\,j}(1-x)^{b-1-j},
\]

and for \(b=0\) the left side is zero. Therefore \(k(x,y)-k(x,1-x)\) is a multiple of \(y-(1-x)=-(1-x-y)\), and \(k=(1-x-y)\,m\) for some polynomial \(m\).

Together,

\[
f=x\,y\,(1-x-y)\,m ,
\]

and no bound on the degree has been used so far. If \(m=0\), then \(f=0\) and \(t=0\). Otherwise the total degrees of the factors add, so \(3+\deg m\le 3\), and \(m\) is a constant \(t\).

The same factorisation settles the neighbouring degrees. If \(f\) has degree at most 2, then \(m\) must be zero, so a quadratic model is fixed completely by its binaries. If \(f\) has degree at most 4, then \(m=a+bx+cy\) with real \(a,b,c\), and three coefficients remain for ternary data.

## The edges as a condition on a polynomial

In the Lean development a model is an element of `MvPolynomial (Fin 2) ℝ`, a real polynomial in two variables. The variable `X 0` stands for \(x\) and `X 1` for \(y\); the third concentration is eliminated.

```lean
import Mathlib

open MvPolynomial

namespace TernaryBowing
```

The expression `eval ![x, y] f` is the number \(f(x,y)\). The definition below asks for zeros only at physical compositions, on the three closed segments, and not on the whole lines through them.

```lean
/-- The polynomial `f(x, y)` vanishes at every composition of the ternary triangle
in which at least one of the three concentrations `x`, `y`, `1 - x - y` is zero. -/
def VanishesOnEdges (f : MvPolynomial (Fin 2) ℝ) : Prop :=
  ∀ x y : ℝ, 0 ≤ x → 0 ≤ y → x + y ≤ 1 → (x = 0 ∨ y = 0 ∨ x + y = 1) →
    eval ![x, y] f = 0
```

The product of the three concentrations gets a name, and a short lemma gives its value at a composition.

```lean
/-- The ternary term `x y (1 - x - y)`, the product of the three concentrations. -/
noncomputable def ternaryTerm : MvPolynomial (Fin 2) ℝ :=
  X 0 * X 1 * (1 - X 0 - X 1)

/-- The value of the ternary term at the composition `(x, y)`. -/
theorem eval_ternaryTerm (x y : ℝ) :
    eval ![x, y] ternaryTerm = x * y * (1 - x - y) := by
  simp [ternaryTerm]
```

## A linear factor from one edge

The three edge arguments have the same shape, so they are treated together. An edge is a curve \((p,q)\) given by two one-variable polynomials. In the next two lemmas, `aeval ![p, q] f` is the restriction of \(f\) to that curve, and `Polynomial.aeval s` returns to two variables by putting the polynomial \(s(x,y)\) in place of the curve parameter. For the edge \(x+y=1\), for example, \(p\) is the parameter itself, \(q\) is one minus the parameter, and \(s=x\); the round trip turns \(k(x,y)\) into \(k(x,1-x)\).

```lean
/-- Restrict `f` to the curve `(p, q)` and lift the result back by putting `s` for the
parameter. If this changes each coordinate by a multiple of `l`, it changes `f` by a
multiple of `l`. -/
theorem dvd_sub_restrict (p q : Polynomial ℝ) (s l f : MvPolynomial (Fin 2) ℝ)
    (h0 : l ∣ X 0 - Polynomial.aeval s p) (h1 : l ∣ X 1 - Polynomial.aeval s q) :
    l ∣ f - Polynomial.aeval s (aeval ![p, q] f) := by
  have hi : ∀ i : Fin 2, l ∣ X i - Polynomial.aeval s (![p, q] i) := by
    rw [Fin.forall_fin_two]
    exact ⟨h0, h1⟩
  induction f using MvPolynomial.induction_on
  next a =>
    have h : Polynomial.aeval s (aeval ![p, q] (C a : MvPolynomial (Fin 2) ℝ)) = C a := by
      rw [← algebraMap_eq, AlgHom.commutes, AlgHom.commutes]
    rw [h, sub_self]
    exact dvd_zero l
  next a b ha hb =>
    simp only [map_add]
    convert dvd_add ha hb using 1
    ring
  next a i ha =>
    simp only [map_mul, aeval_X]
    convert dvd_add (ha.mul_right (X i))
      ((hi i).mul_left (Polynomial.aeval s (aeval ![p, q] a))) using 1
    ring
```

The lemma says that if the round trip changes each coordinate by a multiple of \(l\), it changes every polynomial by a multiple of \(l\). It replaces the comparison of powers in the derivation above by an induction on how \(f\) is built. Constants do not change, and sums are handled term by term. For multiplication by a variable, write a tilde for the result of the round trip; then

\[
aX_i-\tilde a\tilde X_i=(a-\tilde a)X_i+\tilde a\,(X_i-\tilde X_i),
\]

and both terms on the right are multiples of \(l\).

The next lemma adds the argument about infinitely many roots. Its letter `t` is the parameter along the edge, not the ternary coefficient.

```lean
/-- If `f` vanishes on the curve `(p(t), q(t))` for `0 < t < 1`, and `l` divides the change
of each coordinate under restriction to the curve and lifting back by `s`,
then `l` divides `f`. -/
theorem dvd_of_edge (p q : Polynomial ℝ) (s l f : MvPolynomial (Fin 2) ℝ)
    (h0 : l ∣ X 0 - Polynomial.aeval s p) (h1 : l ∣ X 1 - Polynomial.aeval s q)
    (hv : ∀ t ∈ Set.Ioo (0 : ℝ) 1, eval ![p.eval t, q.eval t] f = 0) : l ∣ f := by
  -- the restriction to the curve has infinitely many roots
  have hz : aeval ![p, q] f = 0 := by
    apply Polynomial.eq_zero_of_infinite_isRoot
    refine (Set.Ioo_infinite (zero_lt_one' ℝ)).mono ?_
    intro t ht
    have hi : ∀ i : Fin 2,
        Polynomial.eval t (![p, q] i) = ![p.eval t, q.eval t] i := by
      rw [Fin.forall_fin_two]
      exact ⟨rfl, rfl⟩
    have he : Polynomial.eval t (aeval ![p, q] f) = eval ![p.eval t, q.eval t] f := by
      clear hv
      induction f using MvPolynomial.induction_on
      next a => simp [Polynomial.algebraMap_eq]
      next a b ha hb => simp only [map_add, Polynomial.eval_add, ha, hb]
      next a i ha => simp only [map_mul, Polynomial.eval_mul, aeval_X, eval_X, ha, hi]
    change Polynomial.eval t (aeval ![p, q] f) = 0
    rw [he]
    exact hv t ht
  have h := dvd_sub_restrict p q s l f h0 h1
  rw [hz, map_zero, sub_zero] at h
  exact h
```

The step `he` shows that restricting \(f\) to the curve and then inserting a parameter value gives the value of \(f\) at the corresponding point. The restriction therefore vanishes on the whole open interval from 0 to 1, and `hz` concludes that it is the zero polynomial. What remains of the previous lemma is that \(l\) divides \(f\).

## Divisibility in every degree

```lean
/-- A polynomial of any degree vanishes on the three edges of the composition triangle
if and only if it is divisible by the ternary term `x y (1 - x - y)`. -/
theorem vanishesOnEdges_iff_dvd (f : MvPolynomial (Fin 2) ℝ) :
    VanishesOnEdges f ↔ ternaryTerm ∣ f := by
  constructor
  · intro h
    -- the edge x = 0
    obtain ⟨g, rfl⟩ : (X 0 : MvPolynomial (Fin 2) ℝ) ∣ f := by
      apply dvd_of_edge 0 Polynomial.X (X 1) (X 0) f (by simp) (by simp)
      intro t ht
      simpa using h 0 t le_rfl ht.1.le (by linarith [ht.2]) (Or.inl rfl)
    -- the edge y = 0, where the factor x is nonzero
    obtain ⟨k, rfl⟩ : (X 1 : MvPolynomial (Fin 2) ℝ) ∣ g := by
      apply dvd_of_edge Polynomial.X 0 (X 0) (X 1) g (by simp) (by simp)
      intro t ht
      have e := h t 0 ht.1.le le_rfl (by linarith [ht.2]) (Or.inr (Or.inl rfl))
      rw [map_mul, eval_X] at e
      have e' := (mul_eq_zero.mp e).resolve_left ht.1.ne'
      simpa using e'
    -- the edge x + y = 1, where the factors x and y are nonzero
    obtain ⟨m, rfl⟩ : (1 - X 0 - X 1 : MvPolynomial (Fin 2) ℝ) ∣ k := by
      apply dvd_of_edge Polynomial.X (1 - Polynomial.X) (X 0) (1 - X 0 - X 1) k (by simp)
        ⟨-1, by simp only [map_sub, map_one, Polynomial.aeval_X]; ring⟩
      intro t ht
      have e := h t (1 - t) ht.1.le (by linarith [ht.2]) (by linarith)
        (Or.inr (Or.inr (by ring)))
      rw [map_mul, map_mul, eval_X, eval_X] at e
      have e' := (mul_eq_zero.mp ((mul_eq_zero.mp e).resolve_left ht.1.ne')).resolve_left
        (sub_pos.mpr ht.2).ne'
      simpa using e'
    exact ⟨m, by unfold ternaryTerm; ring⟩
  · rintro ⟨g, rfl⟩ x y _ _ _ hxy
    rw [map_mul, eval_ternaryTerm]
    rcases hxy with h | h | h
    · rw [h]; ring
    · rw [h]; ring
    · have h' : 1 - x - y = 0 := by linarith
      rw [h']; ring
```

In words, a polynomial of any degree vanishes on the three edges exactly when \(xy(1-x-y)\) divides it. The forward direction applies `dvd_of_edge` three times and produces the same \(g\), \(k\) and \(m\) as the derivation above. On the second and third edges, `resolve_left` cancels the factors already removed. This works because the lemma asks only for interior points of an edge; at a corner a removed factor can be zero. The witness `-1` on the third edge records the sign in \(y-(1-x)=-(1-x-y)\). The reverse direction checks the three edges one by one.

## The degree bound leaves a constant

To compare degrees, the total degree of the ternary term is needed exactly.

```lean
/-- The ternary term has total degree three. -/
theorem totalDegree_ternaryTerm : ternaryTerm.totalDegree = 3 := by
  have hl : (1 - X 0 - X 1 : MvPolynomial (Fin 2) ℝ) ≠ 0 := by
    intro h
    have e := congrArg (eval ![(0 : ℝ), 0]) h
    simp at e
  have hle : (1 - X 0 - X 1 : MvPolynomial (Fin 2) ℝ).totalDegree ≤ 1 :=
    (totalDegree_sub _ _).trans (max_le ((totalDegree_sub _ _).trans
      (max_le (by simp) (totalDegree_X _).le)) (totalDegree_X _).le)
  -- the third concentration is not constant
  have hne : (1 - X 0 - X 1 : MvPolynomial (Fin 2) ℝ).totalDegree ≠ 0 := by
    intro h
    have h' := totalDegree_eq_zero_iff_eq_C.mp h
    have a := congrArg (eval ![(0 : ℝ), 0]) h'
    have b := congrArg (eval ![(1 : ℝ), 0]) h'
    rw [eval_C] at a b
    have c := a.trans b.symm
    simp at c
  rw [ternaryTerm, totalDegree_mul_of_isDomain (mul_ne_zero (X_ne_zero 0) (X_ne_zero 1)) hl,
    totalDegree_mul_of_isDomain (X_ne_zero 0) (X_ne_zero 1), totalDegree_X, totalDegree_X]
  omega
```

The factor \(1-x-y\) has degree at most 1. It is not constant, since its values at \((0,0)\) and \((1,0)\) are 1 and 0, so its degree is exactly 1. The degrees of the three factors then add up to 3. It follows that the ternary term is not the zero polynomial, which the degree formula for products requires.

```lean
/-- The ternary term is not the zero polynomial. -/
theorem ternaryTerm_ne_zero : ternaryTerm ≠ 0 := by
  intro h
  have d := totalDegree_ternaryTerm
  rw [h, totalDegree_zero] at d
  omega
```

The main theorem is the equivalence stated at the start. The hypothesis `hf` is the bound on the total degree, and `C t` is the number \(t\) regarded as a constant polynomial.

```lean
/-- A polynomial of total degree at most three vanishes on all three edges of the
composition triangle if and only if it equals `t x y (1 - x - y)` for some real `t`. -/
theorem cubic_vanishesOnEdges_iff (f : MvPolynomial (Fin 2) ℝ) (hf : f.totalDegree ≤ 3) :
    VanishesOnEdges f ↔ ∃ t : ℝ, f = C t * ternaryTerm := by
  constructor
  · intro h
    obtain ⟨k, hk⟩ := (vanishesOnEdges_iff_dvd f).mp h
    by_cases hk0 : k = 0
    · exact ⟨0, by simp [hk, hk0]⟩
    · -- the degrees add, so the cofactor is a constant
      rw [hk, totalDegree_mul_of_isDomain ternaryTerm_ne_zero hk0,
        totalDegree_ternaryTerm] at hf
      have hd : k.totalDegree = 0 := by omega
      exact ⟨coeff 0 k, by rw [hk, mul_comm, ← totalDegree_eq_zero_iff_eq_C.mp hd]⟩
  · rintro ⟨t, rfl⟩
    exact (vanishesOnEdges_iff_dvd _).mpr (dvd_mul_left _ _)
```

The cofactor called `k` here is the \(m\) of the derivation. If it is zero, \(t=0\) serves. If not, additivity of degrees forces its degree to be zero, and \(t\) is its constant coefficient.

That a measured or computed property really is a cubic in the concentrations is the step from this theorem to an alloy that has to be justified separately. It is an approximation, whose quality depends on the material and the property.

## One ternary composition fixes the difference

Now let \(f\) and \(g\) be two models of degree at most 3. The hypothesis `VanishesOnEdges (f - g)` says that they agree at every binary composition.

```lean
/-- If two models of degree at most three agree on all three edges, their difference is the
ternary term times a coefficient read off at any one composition `(x, y)` inside the
triangle. -/
theorem difference_from_one_ternary_alloy (f g : MvPolynomial (Fin 2) ℝ)
    (hf : f.totalDegree ≤ 3) (hg : g.totalDegree ≤ 3) (h : VanishesOnEdges (f - g))
    (x y : ℝ) (hx : 0 < x) (hy : 0 < y) (hxy : x + y < 1) :
    f - g = C ((eval ![x, y] f - eval ![x, y] g) / (x * y * (1 - x - y))) * ternaryTerm := by
  obtain ⟨t, ht⟩ := (cubic_vanishesOnEdges_iff (f - g)
    ((totalDegree_sub f g).trans (max_le hf hg))).mp h
  have e := congrArg (eval ![x, y]) ht
  rw [map_sub, map_mul, eval_C, eval_ternaryTerm] at e
  have hpos : 0 < x * y * (1 - x - y) := mul_pos (mul_pos hx hy) (by linarith)
  rw [e, mul_div_cancel_right₀ _ hpos.ne']
  exact ht
```

For any one composition \((x_0,y_0)\) strictly inside the triangle, the theorem gives \(f-g=t\,xy(1-x-y)\) with

\[
t=\frac{f(x_0,y_0)-g(x_0,y_0)}{x_0\,y_0\,(1-x_0-y_0)} .
\]

The proof takes \(t\) from the main theorem, evaluates both sides at the chosen composition and divides by the product of concentrations, which is positive there. At the equiatomic composition this product is \(1/27\), so \(t\) is 27 times the difference between the two models.

In the two-stage fit, \(g\) can be any cubic that reproduces the binaries and \(f\) the cubic being sought. One ternary value of \(f\) then completes the fit.

## At degree four a constant is no longer enough

```lean
/-- The polynomial `x · x y (1 - x - y)` has degree four and vanishes on all three edges,
but is not a constant multiple of the ternary term. -/
theorem quartic_counterexample :
    (X 0 * ternaryTerm).totalDegree = 4 ∧ VanishesOnEdges (X 0 * ternaryTerm) ∧
      ¬ ∃ t : ℝ, X 0 * ternaryTerm = C t * ternaryTerm := by
  refine ⟨?_, (vanishesOnEdges_iff_dvd _).mpr (dvd_mul_left _ _), ?_⟩
  · rw [totalDegree_mul_of_isDomain (X_ne_zero 0) ternaryTerm_ne_zero, totalDegree_X,
      totalDegree_ternaryTerm]
  · rintro ⟨t, ht⟩
    -- two compositions would demand two different values of t
    have a := congrArg (eval ![(1 / 3 : ℝ), 1 / 3]) ht
    have b := congrArg (eval ![(1 / 2 : ℝ), 1 / 4]) ht
    simp only [map_mul, eval_X, eval_C, eval_ternaryTerm, Matrix.cons_val_zero] at a b
    linarith

end TernaryBowing
```

The polynomial \(x\cdot xy(1-x-y)\) has degree 4 and vanishes on all edges, yet it is not a constant multiple of the ternary term. The bound in the main theorem therefore cannot be raised from 3 to 4. The proof compares two interior compositions: \((1/3,1/3)\) would require \(t=1/3\), and \((1/2,1/4)\) would require \(t=1/2\).

```lean
#print axioms TernaryBowing.cubic_vanishesOnEdges_iff
#print axioms TernaryBowing.difference_from_one_ternary_alloy
#print axioms TernaryBowing.quartic_counterexample
```

```
'TernaryBowing.cubic_vanishesOnEdges_iff' depends on axioms: [propext, Classical.choice, Quot.sound]
'TernaryBowing.difference_from_one_ternary_alloy' depends on axioms: [propext, Classical.choice, Quot.sound]
'TernaryBowing.quartic_counterexample' depends on axioms: [propext, Classical.choice, Quot.sound]
```
